# Direct and converse internal-strain piezoelectric responses agree when the zero modes carry no polarisation and couple to no strain

When a crystal is strained, its sublattices can shift until the forces balance, and the shift of charged ions can contribute to the polarisation. Translating all the ions together costs no energy, so the force-constant matrix has no inverse, and one has to ask whether the computed response depends on what is used in place of that inverse.

In Lean 4 with Mathlib:

```lean
import Mathlib

open Matrix

namespace InternalStrainPiezoelectricity

noncomputable section

variable {n p s : Type*} [Fintype n]

/-- `G` is a generalised inverse of the force-constant matrix `K`: `K G K = K`. -/
def IsGenInverse (K G : Matrix n n ℝ) : Prop := K * G * K = K

/-- The coupling matrix `A` gives zero on every zero mode of the force constants `K`. -/
def VanishesOnKer (K : Matrix n n ℝ) (A : Matrix p n ℝ) : Prop :=
  ∀ v : n → ℝ, K *ᵥ v = 0 → A *ᵥ v = 0

/-- The internal-strain piezoelectric matrix `Z G Λ`, built from Born charges `Z`, a
generalised inverse `G` of the force constants, and internal-strain forces `Λ`. -/
def piezo (Z : Matrix p n ℝ) (G : Matrix n n ℝ) (L : Matrix n s ℝ) : Matrix p s ℝ :=
  Z * G * L

/-- Every force-constant matrix has a generalised inverse. -/
theorem exists_genInverse (K : Matrix n n ℝ) : ∃ G, IsGenInverse K G := by
  classical
  obtain ⟨f, hf⟩ : ∃ f, f = Matrix.toLin' K := ⟨_, rfl⟩
  -- invert `K` on its range, then extend to all forces
  obtain ⟨g, hg⟩ := f.rangeRestrict.exists_rightInverse_of_surjective
    (LinearMap.range_rangeRestrict f)
  obtain ⟨g', hg'⟩ := LinearMap.exists_extend g
  refine ⟨LinearMap.toMatrix' g', ?_⟩
  unfold IsGenInverse
  apply Matrix.toLin'.injective
  rw [Matrix.toLin'_mul, Matrix.toLin'_mul, Matrix.toLin'_toMatrix', ← hf]
  apply LinearMap.ext
  intro v
  have h1 : g' (f v) = g ⟨f v, LinearMap.mem_range_self f v⟩ :=
    LinearMap.congr_fun hg' ⟨f v, LinearMap.mem_range_self f v⟩
  have h2 : f (g ⟨f v, LinearMap.mem_range_self f v⟩) = f v :=
    congrArg Subtype.val (LinearMap.congr_fun hg ⟨f v, LinearMap.mem_range_self f v⟩)
  show f (g' (f v)) = f v
  rw [h1, h2]

/-- A coupling that vanishes on the zero modes of `K` is unchanged by multiplication with `G K` from
the right, for any generalised inverse `G` of `K`. -/
theorem coupling_absorbs {K G : Matrix n n ℝ} {A : Matrix p n ℝ}
    (hA : VanishesOnKer K A) (hG : IsGenInverse K G) : A * G * K = A := by
  classical
  have hG' : K * G * K = K := hG
  apply Matrix.toLin'.injective
  apply LinearMap.ext
  intro v
  simp only [Matrix.toLin'_apply]
  -- `v - G K v` is a zero mode
  have h := hA (v - G *ᵥ (K *ᵥ v)) (by
    simp only [Matrix.mulVec_sub, Matrix.mulVec_mulVec, ← Matrix.mul_assoc, hG', sub_self])
  simp only [Matrix.mulVec_sub, Matrix.mulVec_mulVec, ← Matrix.mul_assoc] at h
  exact (sub_eq_zero.mp h).symm

/-- For symmetric force constants the transpose of a generalised inverse is again one. -/
theorem genInverse_transpose {K G : Matrix n n ℝ} (hK : K.IsSymm)
    (hG : IsGenInverse K G) : IsGenInverse K Gᵀ := by
  have hG' : K * G * K = K := hG
  have h := congrArg Matrix.transpose hG'
  simp only [Matrix.transpose_mul, hK.eq] at h
  unfold IsGenInverse
  rw [Matrix.mul_assoc]
  exact h

/-- For symmetric force constants whose zero modes carry no polarisation and couple to no strain,
the internal-strain response `Z G Λ` is the same for any two generalised inverses of the force
constants, and equals the transpose of `Λᵀ G' Zᵀ`. -/
theorem direct_eq_converse {K G G' : Matrix n n ℝ} {Z : Matrix p n ℝ} {L : Matrix n s ℝ}
    (hK : K.IsSymm) (hZ : VanishesOnKer K Z) (hL : VanishesOnKer K Lᵀ)
    (hG : IsGenInverse K G) (hG' : IsGenInverse K G') :
    piezo Z G L = piezo Z G' L ∧ piezo Z G L = (piezo Lᵀ G' Zᵀ)ᵀ := by
  have key : ∀ F : Matrix n n ℝ, IsGenInverse K F → Z * G * L = Z * F * L := by
    intro F hF
    -- the strain forces are balanced by the displacements `F Λ`
    have h := congrArg Matrix.transpose (coupling_absorbs hL (genInverse_transpose hK hF))
    simp only [Matrix.transpose_mul, Matrix.transpose_transpose, hK.eq] at h
    calc Z * G * L = Z * G * (K * (F * L)) := by rw [h]
      _ = Z * G * K * F * L := by simp only [Matrix.mul_assoc]
      _ = Z * F * L := by rw [coupling_absorbs hZ hG]
  refine ⟨key G' hG', ?_⟩
  have h := key G'ᵀ (genInverse_transpose hK hG')
  simp only [piezo, Matrix.transpose_mul, Matrix.transpose_transpose]
  rw [h, Matrix.mul_assoc]

/-- Direct effect: if the Born charges vanish on the zero modes of the force constants, every
displacement `u` that balances the forces of a strain `η` carries the polarisation `(Z G Λ) η`. -/
theorem polarisation_of_strain [Fintype s] {K G : Matrix n n ℝ} {Z : Matrix p n ℝ}
    {L : Matrix n s ℝ} (hZ : VanishesOnKer K Z) (hG : IsGenInverse K G)
    {u : n → ℝ} {η : s → ℝ} (hu : K *ᵥ u = L *ᵥ η) :
    Z *ᵥ u = piezo Z G L *ᵥ η := by
  calc Z *ᵥ u = (Z * G * K) *ᵥ u := by rw [coupling_absorbs hZ hG]
    _ = (Z * G) *ᵥ (K *ᵥ u) := by rw [Matrix.mulVec_mulVec]
    _ = piezo Z G L *ᵥ η := by rw [hu, Matrix.mulVec_mulVec, piezo]

/-- Converse effect: for symmetric force constants whose zero modes carry no polarisation and couple
to no strain, every displacement `u` that balances the forces of an electric field `E` has the
strain-conjugate response `Λᵀ u = (Z G Λ)ᵀ E`. -/
theorem stress_of_field [Fintype p] {K G : Matrix n n ℝ} {Z : Matrix p n ℝ}
    {L : Matrix n s ℝ} (hK : K.IsSymm) (hZ : VanishesOnKer K Z)
    (hL : VanishesOnKer K Lᵀ) (hG : IsGenInverse K G)
    {u : n → ℝ} {E : p → ℝ} (hu : K *ᵥ u = Zᵀ *ᵥ E) :
    Lᵀ *ᵥ u = (piezo Z G L)ᵀ *ᵥ E := by
  rw [(direct_eq_converse hK hZ hL hG hG).2, Matrix.transpose_transpose]
  exact polarisation_of_strain hL hG hu

/-- If the Born charges give a polarisation on some zero mode and the strain forces are not
all zero, then another generalised inverse gives a different `Z G Λ`. -/
theorem ambiguous_of_polar_zero_mode {K G : Matrix n n ℝ} {Z : Matrix p n ℝ}
    {L : Matrix n s ℝ} (hG : IsGenInverse K G) {v : n → ℝ} (hKv : K *ᵥ v = 0)
    (hZv : Z *ᵥ v ≠ 0) (hL : L ≠ 0) :
    ∃ G', IsGenInverse K G' ∧ piezo Z G' L ≠ piezo Z G L := by
  classical
  have hG' : K * G * K = K := hG
  obtain ⟨a, ha⟩ := Function.ne_iff.mp hZv
  obtain ⟨i, j, hij⟩ : ∃ i j, L i j ≠ 0 := by
    by_contra! h
    exact hL (Matrix.ext h)
  -- add a rank-one term along the zero mode
  refine ⟨G + vecMulVec v (Pi.single i 1), ?_, fun h => ?_⟩
  · have h0 : vecMulVec (0 : n → ℝ) (Pi.single i (1 : ℝ)) = 0 := by
      ext b c
      simp [vecMulVec_apply]
    unfold IsGenInverse
    rw [Matrix.mul_add, Matrix.add_mul, hG', Matrix.mul_vecMulVec, hKv, h0,
      Matrix.zero_mul, add_zero]
  · unfold piezo at h
    rw [Matrix.mul_add, Matrix.add_mul, Matrix.mul_vecMulVec, Matrix.vecMulVec_mul] at h
    have h2 := congrFun (congrFun (add_eq_left.mp h) a) j
    have h3 : (Z *ᵥ v) a * L i j = 0 := by
      simpa [vecMulVec_apply] using h2
    exact mul_ne_zero ha hij h3

/-- Force constants of two sublattices joined by a spring `k`. -/
def spring (k : ℝ) : Matrix (Fin 2) (Fin 2) ℝ := !![k, -k; -k, k]

/-- A coupling with opposite values `a` and `-a` on the two sublattices. -/
def opposite (a : ℝ) : Matrix (Fin 1) (Fin 2) ℝ := !![a, -a]

/-- The response matrix with the second sublattice held fixed. -/
def pinned (k : ℝ) : Matrix (Fin 2) (Fin 2) ℝ := !![k⁻¹, 0; 0, 0]

/-- For `k ≠ 0` the two-sublattice spring matrix is symmetric, opposite couplings vanish on its zero
modes, and the response with one sublattice held fixed is a generalised inverse. -/
theorem spring_witness {k : ℝ} (hk : k ≠ 0) :
    (spring k).IsSymm ∧ (∀ a, VanishesOnKer (spring k) (opposite a)) ∧
      IsGenInverse (spring k) (pinned k) := by
  refine ⟨?_, ?_, ?_⟩
  · unfold Matrix.IsSymm
    ext i j
    fin_cases i <;> fin_cases j <;> simp [spring]
  · intro a v h
    have h0 : k * v 0 + -k * v 1 = 0 := by
      simpa [spring, Matrix.mulVec, dotProduct, Fin.sum_univ_two] using congrFun h 0
    -- a zero mode moves both sublattices together
    have hv : v 0 = v 1 := mul_left_cancel₀ hk (by linarith)
    ext i
    fin_cases i
    simp [opposite, Matrix.mulVec, dotProduct, Fin.sum_univ_two, hv]
  · unfold IsGenInverse
    ext i j
    fin_cases i <;> fin_cases j <;>
      simp [spring, pinned, Matrix.mul_apply, Fin.sum_univ_two, hk]

/-- For two sublattices with charges `z, -z`, strain forces `l, -l` and spring constant `k ≠ 0`,
every generalised inverse gives the piezoelectric coefficient `z l / k`. -/
theorem two_sublattice_piezo {k : ℝ} (hk : k ≠ 0) (z l : ℝ)
    {G : Matrix (Fin 2) (Fin 2) ℝ} (hG : IsGenInverse (spring k) G) :
    piezo (opposite z) G (opposite l)ᵀ = !![z * l / k] := by
  obtain ⟨hK, hA, hP⟩ := spring_witness hk
  have hL : VanishesOnKer (spring k) (opposite l)ᵀᵀ := by
    rw [Matrix.transpose_transpose]
    exact hA l
  rw [(direct_eq_converse hK (hA z) hL hG hP).1]
  ext i j
  fin_cases i
  fin_cases j
  simp [piezo, opposite, pinned, Matrix.mul_apply, Fin.sum_univ_two]
  ring

end

end InternalStrainPiezoelectricity
```

```lean
#print axioms InternalStrainPiezoelectricity.direct_eq_converse
-- 'InternalStrainPiezoelectricity.direct_eq_converse' depends on axioms: [propext, Classical.choice, Quot.sound]
#print axioms InternalStrainPiezoelectricity.stress_of_field
-- 'InternalStrainPiezoelectricity.stress_of_field' depends on axioms: [propext, Classical.choice, Quot.sound]
#print axioms InternalStrainPiezoelectricity.ambiguous_of_polar_zero_mode
-- 'InternalStrainPiezoelectricity.ambiguous_of_polar_zero_mode' depends on axioms: [propext, Classical.choice, Quot.sound]
#print axioms InternalStrainPiezoelectricity.two_sublattice_piezo
-- 'InternalStrainPiezoelectricity.two_sublattice_piezo' depends on axioms: [propext, Classical.choice, Quot.sound]
```

## Three matrices and a generalised inverse

Let $u$ be the vector of internal displacements, $\eta$ the strain and $\mathcal E$ the electric field. Three real matrices describe the linear response:

- $K$, the force constants, a square matrix acting on displacements.
- $Z$, the Born charges, which turn a displacement $u$ into a polarisation $Zu$.
- $\Lambda$, the internal-strain forces, which turn a strain $\eta$ into forces $\Lambda\eta$ on the ions. In the code it is called `L`.

The index type `n` labels displacement coordinates and is finite. The types `p` and `s` label the components of polarisation and strain. Nothing ties them to three dimensions.

A generalised inverse of $K$ is any matrix $G$ with $KGK=K$; this is `IsGenInverse K G`. The definition asks for neither symmetry of $G$ nor $GKG=G$. It is met by the pseudoinverse and, for symmetric $K$ whose only zero modes are translations, by the response with one atom held fixed. The theorem `exists_genInverse` shows that every $K$ has at least one.

The predicate `VanishesOnKer K A` says that $Kv=0$ implies $Av=0$. It is applied to $Z$ and to $\Lambda^T$. The internal-strain piezoelectric matrix is `piezo Z G L`, that is, $Z G\Lambda$.

The main theorem, `direct_eq_converse`, takes a symmetric $K$, the two vanishing conditions and any two generalised inverses $G$ and $G'$. It concludes

$$Z G\Lambda = Z G'\Lambda, \qquad Z G\Lambda = (\Lambda^T G' Z^T)^T .$$

The first equation makes the response independent of the chosen inverse. The second identifies the direct effect with the transpose of the converse effect, even when the two are calculated with different inverses.

## Polarisation from strain, stress from field

The sign conventions correspond to the harmonic energy

$$W(u,\eta,\mathcal E)=\tfrac12 u^TKu-u^T\Lambda\eta-u^TZ^T\mathcal E .$$

Setting its derivative with respect to $u$ to zero gives the force balance $Ku=\Lambda\eta+Z^T\mathcal E$. The energy itself is not in the file, which starts from the matrices and the balance equations.

With strain alone, the balance is $Ku=\Lambda\eta$. The theorem `polarisation_of_strain` says that every such $u$ has polarisation $Zu=(ZG\Lambda)\eta$. With a field alone, the balance is $Ku=Z^T\mathcal E$, and `stress_of_field` gives $\Lambda^Tu=(ZG\Lambda)^T\mathcal E$. The quantity $\Lambda^Tu=-\partial W/\partial\eta$ is conjugate to strain, so it is minus the part of the induced stress that comes from the displacements, up to a volume factor. The converse effect is therefore meant here as a stress at fixed strain. The strain of a free crystal in a field would also involve its elastic compliance.

The vanishing conditions have a direct meaning for a uniform translation $v$. The condition $Zv=0$ is the acoustic sum rule for the Born charges: moving a neutral crystal rigidly creates no polarisation. The condition $\Lambda^Tv=0$ says that strain exerts no net force on the cell. If $K$ has further zero modes, for instance a soft mode exactly at an instability, the hypotheses require these modes to be uncoupled as well, which is a real restriction on the material.

In density functional perturbation theory, the main theorem means that the choice of generalised inverse does not affect the internal-strain part of the piezoelectric tensor, within a linear model with finitely many displacement coordinates whose matrices satisfy the hypotheses exactly. The clamped-ion part, the normalisation by cell volume and the calculation of $K$, $Z$ and $\Lambda$ from electronic structure are left out. Stability is not assumed: $K$ may have negative eigenvalues.

## Why the choice of inverse drops out

**A generalised inverse exists.** On the range of $K$, choose linearly for each force a displacement that produces it, and extend this map to all forces. Call the result $G$. For every $v$, the displacement $G(Kv)$ produces the force $Kv$, so $KGKv=Kv$. The proof of `exists_genInverse` follows this construction: `g` is the right inverse on the range, `g'` is its extension, and `h1` and `h2` evaluate the composition.

**The charges absorb $GK$.** For any displacement $v$,

$$K(v-GKv)=Kv-KGKv=0 .$$

The vector $v-GKv$ is thus a zero mode, and $Z$ vanishes on it. Hence $Zv=ZGKv$ for all $v$, which means

$$ZGK=Z .$$

This is `coupling_absorbs`, stated for a general coupling $A$. Its proof applies the vanishing hypothesis to exactly this vector.

**The strain forces absorb $KG$.** Transposing $KGK=K$ and using $K^T=K$ gives $KG^TK=K$, so $G^T$ is also a generalised inverse. This is `genInverse_transpose`. Now apply the previous step to the coupling $\Lambda^T$ and the inverse $G^T$: it gives $\Lambda^TG^TK=\Lambda^T$. The transpose of this equation is

$$KG\Lambda=\Lambda .$$

In particular, $u=G\Lambda\eta$ solves $Ku=\Lambda\eta$, so a displacement that balances the forces exists for every strain.

**The two identities combine.** Insert $\Lambda=KG'\Lambda$ and then use $ZGK=Z$:

$$ZG\Lambda=ZG(KG'\Lambda)=(ZGK)G'\Lambda=ZG'\Lambda .$$

In `direct_eq_converse` this is the statement `key`, proved for an arbitrary generalised inverse `F` by the `calc` chain. Taking `F` to be $G'$ gives the first conclusion. Taking it to be $G'^T$ gives the second:

$$ZG\Lambda=ZG'^T\Lambda=(\Lambda^TG'Z^T)^T .$$

**The responses follow from force balance.** If $Ku=\Lambda\eta$, then

$$Zu=ZGKu=ZG\Lambda\eta .$$

These are the lines of the `calc` block in `polarisation_of_strain`. Only the condition on $Z$ is used, because the balance equation is already assumed. For the field, `stress_of_field` uses the same result with $\Lambda^T$ in the role of $Z$ and $Z^T$ in the role of $\Lambda$. This gives $\Lambda^Tu=\Lambda^TGZ^T\mathcal E$, and the main theorem rewrites the matrix as $(ZG\Lambda)^T$.

## What happens when a condition fails

Suppose that some zero mode $v$ is polar, so $(Zv)_a\neq0$ for some component $a$, and that $\Lambda_{ij}\neq0$ for some $i,j$. Let $e_i$ be the unit vector along displacement coordinate $i$ and set $G'=G+v\,e_i^T$. Since $Kv=0$,

$$KG'K=KGK+(Kv)(e_i^TK)=K ,$$

so $G'$ is again a generalised inverse. The response changes, however:

$$ZG'\Lambda=ZG\Lambda+(Zv)(e_i^T\Lambda) .$$

The added matrix has the entry $(Zv)_a\Lambda_{ij}\neq0$ at position $(a,j)$. This is the argument of `ambiguous_of_polar_zero_mode`, where `vecMulVec` forms the rank-one matrix. The theorem does not need $K$ to be symmetric.

A small example has two sublattices joined by a spring $k\neq0$, with $\Lambda=(l,-l)^T$ but charges $Z=(z,0)$, which do not sum to zero. The exact Born charges of a neutral crystal exclude this for $z\neq0$, but an approximate calculation can violate the sum rule. Holding the second sublattice fixed corresponds to $G=\mathrm{diag}(1/k,0)$ and gives $ZG\Lambda=zl/k$. Holding the first one fixed corresponds to $G'=\mathrm{diag}(0,1/k)$ and gives $ZG'\Lambda=0$. For nonzero $z$ and $l$ the answer depends on which sublattice was pinned.

Symmetry of $K$ matters too. The following example is purely mathematical, since force constants that are second derivatives of an energy are always symmetric. For nonzero $z$ and $l$, take

$$K=\begin{pmatrix}0&1\\0&0\end{pmatrix},\qquad Z=(0,z),\qquad \Lambda=\begin{pmatrix}0\\l\end{pmatrix}.$$

The kernel consists of the multiples of $(1,0)^T$, and both $Z$ and $\Lambda^T$ vanish there. With entries numbered from 0, the condition $KGK=K$ fixes only $G_{10}=1$, while $ZG\Lambda=zl\,G_{11}$ contains an entry that is free. Here the strain force lies outside the range of $K$, so no displacement can balance it.

## Two sublattices and the coefficient $zl/k$

Now let the charges be opposite as well:

$$K=k\begin{pmatrix}1&-1\\-1&1\end{pmatrix},\qquad Z=(z,-z),\qquad \Lambda=\begin{pmatrix}l\\-l\end{pmatrix},\qquad k\neq0 .$$

In the file, $K$ is `spring k`, $Z$ is `opposite z` and $\Lambda$ is the transpose of `opposite l`. There is one polarisation component and one strain component.

The matrix $K$ is symmetric. If $Kv=0$, its first row gives $k(v_0-v_1)=0$, so $v_0=v_1$: the only zero modes are common translations. On them $Zv=z(v_0-v_1)=0$ and $\Lambda^Tv=l(v_0-v_1)=0$. The matrix `pinned k`, which is $\mathrm{diag}(1/k,0)$, satisfies

$$K\begin{pmatrix}1/k&0\\0&0\end{pmatrix}K
=\frac1k\begin{pmatrix}k\\-k\end{pmatrix}\begin{pmatrix}k&-k\end{pmatrix}=K .$$

The theorem `spring_witness` collects these three facts. In `two_sublattice_piezo`, the main theorem replaces an arbitrary generalised inverse by `pinned k`, and the remaining product is

$$(z,-z)\begin{pmatrix}1/k&0\\0&0\end{pmatrix}\begin{pmatrix}l\\-l\end{pmatrix}=\frac{zl}{k} .$$

Force balance gives the same number: $k(u_0-u_1)=l\eta$ fixes the relative displacement, and the polarisation is $z(u_0-u_1)=(zl/k)\eta$. The position of the pair as a whole remains undetermined, but the polarisation does not depend on it.
